# Weights on a uniform one-dimensional grid of N k-points that integrate the first N plane waves exactly all equal 1/N

## Grid, plane waves and weighted sums

Measure the crystal momentum $k$ of a one-dimensional crystal in units of the reciprocal lattice period, so that the Brillouin zone has length 1. For $N\ge 1$ and a real shift $s$, the grid points are

$$k_r=\frac{r+s}{N},\qquad r=0,\dots,N-1.$$

The choice $s=0$ gives the grid $r/N$, and $s=(1-N)/2$ gives the symmetric Monkhorst-Pack points. In Lean the index `r : Fin N` runs over the same values. Having such an index already forces $N\ge 1$, so the theorems about a given weight need no separate assumption.

```lean
import Mathlib

open scoped Real ComplexConjugate

namespace MonkhorstPackWeights

noncomputable section

/-- The point `(r + s) / N` of the uniform grid with `N ≥ 1` points and shift `s`,
in units of the reciprocal lattice period. -/
def gridPoint (N : ℕ) (s : ℝ) (r : Fin N) : ℝ := ((r : ℕ) + s) / N
```

A function of $k$ with the period of the reciprocal lattice has Fourier components $e^{2\pi i m k}$, where the integer $m$ counts the unit cells in a real-space translation. These are the plane waves used here. `planeWave` takes an integer `m`, so negative frequencies are available too.

```lean
/-- The plane wave `exp (2 π i m k)` as a function of the crystal momentum `k`. -/
def planeWave (m : ℤ) (k : ℝ) : ℂ := Complex.exp (2 * π * Complex.I * (m * k))
```

Given complex weights $w_r$, write

$$Q_m=\sum_{r=0}^{N-1} w_r\,e^{2\pi i m k_r}.$$

The exact zone average of $e^{2\pi i m k}$ is $\delta_{m0}$, that is, 1 for $m=0$ and 0 for every other integer. Exactness for the first $N$ plane waves therefore means $Q_m=\delta_{m0}$ for $m=0,\dots,N-1$. Lean writes $Q_m$ as `quadrature s w (planeWave (m : ℤ))` and $\delta_{m0}$ as `if m = 0 then 1 else 0`.

```lean
/-- The weighted sum of a function `g` over the shifted uniform grid. -/
def quadrature {N : ℕ} (s : ℝ) (w : Fin N → ℂ) (g : ℝ → ℂ) : ℂ :=
  ∑ r, w r * g (gridPoint N s r)
```

## Roots of unity sum to zero

Let $d$ be an integer not divisible by $N$, and put $z=e^{2\pi i d/N}$. Then $z^N=1$. If $z$ were 1, then $d/N$ would be an integer, contrary to assumption; so $z\neq1$. The geometric sum satisfies

$$(z-1)\sum_{m=0}^{N-1}z^m=z^N-1=0,$$

and dividing by $z-1$ shows that the sum vanishes. In the proof, `hz` and `hzN` are the two facts about $z$, and `mul_geom_sum` is the displayed identity.

```lean
/-- The phases `exp (2 π i m d / N)`, `m = 0, ..., N-1`, sum to zero when `N` does not
divide the integer `d`. -/
theorem phase_sum_eq_zero {N : ℕ} (hN : N ≠ 0) {d : ℤ} (hd : ¬ (N : ℤ) ∣ d) :
    ∑ m ∈ Finset.range N, Complex.exp (2 * π * Complex.I * (m * d / N)) = 0 := by
  have hN' : (N : ℂ) ≠ 0 := Nat.cast_ne_zero.mpr hN
  have hz : Complex.exp (2 * π * Complex.I * (d / N)) ≠ 1 := by
    intro h
    obtain ⟨n, hn⟩ := Complex.exp_eq_one_iff.mp h
    have h1 : (d : ℂ) / N = n :=
      mul_left_cancel₀ Complex.two_pi_I_ne_zero (by rw [hn]; ring)
    have h2 : (d : ℂ) = N * n := by rw [← h1]; field_simp
    exact hd ⟨n, by exact_mod_cast h2⟩
  have hzN : Complex.exp (2 * π * Complex.I * (d / N)) ^ N = 1 := by
    rw [← Complex.exp_nat_mul]
    exact Complex.exp_eq_one_iff.mpr ⟨d, by field_simp⟩
  have hterm : ∀ m : ℕ, Complex.exp (2 * π * Complex.I * (m * d / N))
      = Complex.exp (2 * π * Complex.I * (d / N)) ^ m := by
    intro m
    rw [← Complex.exp_nat_mul]
    congr 1
    ring
  -- the sum is geometric with a ratio that is a nontrivial root of unity
  have hg := mul_geom_sum (Complex.exp (2 * π * Complex.I * (d / N))) N
  rw [hzN, sub_self] at hg
  rw [Finset.sum_congr rfl fun m _ => hterm m]
  exact (mul_eq_zero.mp hg).resolve_left (sub_ne_zero.mpr hz)
```

## Grid points are orthogonal

For two grid indices $q$ and $r$ the shift cancels in $k_q-k_r=(q-r)/N$, so

$$\sum_{m=0}^{N-1}e^{2\pi i m k_q}e^{-2\pi i m k_r}=\sum_{m=0}^{N-1}e^{2\pi i m(q-r)/N}=N\delta_{qr}.$$

If $q=r$, every term is 1. If $q\ne r$, then $0<|q-r|<N$, so $N$ does not divide $q-r$ and the previous step applies. Lean checks the non-divisibility by supposing $q-r=Nn$ and treating $n<0$, $n=0$ and $n>0$ in turn.

```lean
/-- Orthogonality of grid points: the sum over `m = 0, ..., N-1` of `exp (2 π i m k_q) * exp (-2 π i
m k_r)` is `N` if `q = r` and `0` otherwise. -/
theorem grid_orthogonality {N : ℕ} (s : ℝ) (q r : Fin N) :
    ∑ m ∈ Finset.range N, planeWave (m : ℤ) (gridPoint N s q)
      * planeWave (-(m : ℤ)) (gridPoint N s r) = if q = r then (N : ℂ) else 0 := by
  have hN : N ≠ 0 := by have := r.isLt; omega
  have key : ∀ m : ℕ, planeWave (m : ℤ) (gridPoint N s q)
      * planeWave (-(m : ℤ)) (gridPoint N s r)
      = Complex.exp (2 * π * Complex.I
          * (m * ((((q : ℕ) : ℤ) - ((r : ℕ) : ℤ) : ℤ) : ℂ) / N)) := by
    intro m
    unfold planeWave gridPoint
    rw [← Complex.exp_add]
    congr 1
    push_cast
    ring
  rw [Finset.sum_congr rfl fun m _ => key m]
  split_ifs with h
  · subst h
    simp
  · apply phase_sum_eq_zero hN
    rintro ⟨n, hn⟩
    have hq := q.isLt
    have hr := r.isLt
    rcases lt_trichotomy n 0 with h0 | h0 | h0
    · have : (N : ℤ) * n ≤ -N := by nlinarith
      omega
    · rw [h0, mul_zero] at hn
      exact h (Fin.ext (by omega))
    · have : (N : ℤ) ≤ N * n := by nlinarith
      omega
```

## Recovering each weight

Multiply $Q_m$ by $e^{-2\pi i m k_r}$, sum over $m$ and exchange the two finite sums:

$$\sum_{m=0}^{N-1}Q_m e^{-2\pi i m k_r}=\sum_{q=0}^{N-1}w_q\,N\delta_{qr}=N w_r.$$

The exchange is `Finset.sum_comm`; the inner sum is the orthogonality relation.

```lean
/-- Inversion formula: each weight is recovered from the quadrature values of the first
`N` plane waves. -/
theorem weight_inversion {N : ℕ} (s : ℝ) (w : Fin N → ℂ) (r : Fin N) :
    ∑ m ∈ Finset.range N, quadrature s w (planeWave (m : ℤ))
      * planeWave (-(m : ℤ)) (gridPoint N s r) = N * w r := by
  unfold quadrature
  simp_rw [Finset.sum_mul]
  rw [Finset.sum_comm]
  have h : ∀ q : Fin N, ∑ m ∈ Finset.range N, w q * planeWave (m : ℤ) (gridPoint N s q)
      * planeWave (-(m : ℤ)) (gridPoint N s r) = w q * if q = r then (N : ℂ) else 0 := by
    intro q
    rw [← grid_orthogonality s, Finset.mul_sum]
    exact Finset.sum_congr rfl fun m _ => mul_assoc _ _ _
  rw [Finset.sum_congr rfl fun q _ => h q]
  simp [mul_comm]
```

## Errors of at most ε move each weight by at most ε

Suppose each condition holds only to within $\varepsilon$, so that $|Q_m-\delta_{m0}|\le\varepsilon$ for $m=0,\dots,N-1$. Since $\sum_m\delta_{m0}e^{-2\pi i m k_r}=1$, the inversion formula gives

$$w_r-\frac1N=\frac1N\sum_{m=0}^{N-1}(Q_m-\delta_{m0})\,e^{-2\pi i m k_r}.$$

Each phase has modulus 1, so the triangle inequality bounds the right-hand side by $N\varepsilon/N=\varepsilon$. The equation is `herr` in the proof, and the final `calc` block is the estimate.

```lean
/-- Stability: if the first `N` plane waves are integrated with errors of at most `ε`,
then every weight differs from `1/N` by at most `ε`. -/
theorem weight_stability {N : ℕ} (s : ℝ) (w : Fin N → ℂ) (ε : ℝ)
    (h : ∀ m : ℕ, m < N →
      ‖quadrature s w (planeWave (m : ℤ)) - (if m = 0 then 1 else 0)‖ ≤ ε) (r : Fin N) :
    ‖w r - 1 / N‖ ≤ ε := by
  have hN : 0 < N := by have := r.isLt; omega
  have hN' : (N : ℂ) ≠ 0 := Nat.cast_ne_zero.mpr hN.ne'
  have hnorm : ∀ (m : ℤ) (k : ℝ), ‖planeWave m k‖ = 1 := by
    intro m k
    have : planeWave m k = Complex.exp (((2 * π * (m * k) : ℝ) : ℂ) * Complex.I) := by
      unfold planeWave
      congr 1
      push_cast
      ring
    rw [this, Complex.norm_exp_ofReal_mul_I]
  have h1 : ∑ m ∈ Finset.range N, (if m = 0 then (1 : ℂ) else 0)
      * planeWave (-(m : ℤ)) (gridPoint N s r) = 1 := by
    rw [Finset.sum_eq_single 0]
    · simp [planeWave]
    · intro m _ hm
      simp [hm]
    · intro h0
      exact absurd (Finset.mem_range.mpr hN) h0
  -- the deviation of a weight is the average of the errors times phases
  have herr : w r - 1 / N = (∑ m ∈ Finset.range N,
      (quadrature s w (planeWave (m : ℤ)) - (if m = 0 then 1 else 0))
        * planeWave (-(m : ℤ)) (gridPoint N s r)) / N := by
    simp_rw [sub_mul]
    rw [Finset.sum_sub_distrib, h1, weight_inversion]
    field_simp
  rw [herr, norm_div, Complex.norm_natCast, div_le_iff₀ (Nat.cast_pos.mpr hN)]
  calc _ ≤ ∑ m ∈ Finset.range N, ε := norm_sum_le_of_le _ (fun m hm => by
          rw [norm_mul, hnorm, mul_one]
          exact h m (Finset.mem_range.mp hm))
    _ = ε * N := by simp [mul_comm]
```

## Exactness forces equal weights

If all $N$ conditions hold exactly, take $\varepsilon=0$. Then $|w_r-1/N|\le0$, hence $w_r=1/N$ for every $r$.

```lean
/-- Uniqueness of the Monkhorst-Pack weights: complex weights on a shifted uniform grid
that integrate the first `N` plane waves exactly are all equal to `1/N`. -/
theorem weights_unique {N : ℕ} (s : ℝ) (w : Fin N → ℂ)
    (h : ∀ m : ℕ, m < N → quadrature s w (planeWave (m : ℤ)) = if m = 0 then 1 else 0)
    (r : Fin N) : w r = 1 / N := by
  have h0 := weight_stability s w 0 (fun m hm => by rw [h m hm, sub_self, norm_zero]) r
  exact sub_eq_zero.mp (norm_le_zero_iff.mp h0)
```

For Brillouin-zone sampling in one dimension, this means that a full uniform grid leaves no freedom in the weights once exactness for these $N$ Fourier components is required. The theorem takes the grid as given and says nothing about the best choice of points, three-dimensional meshes, symmetry-reduced grids (where merged points carry merged weights) or the sampling error for a metal with a sharp Fermi surface.

## For real weights the conditions with 2m ≤ N suffice

For real weights, a conjugation symmetry supplies the remaining conditions. Because $e^{2\pi i q}=1$ for integer $q$,

$$e^{2\pi i m k_q}=e^{2\pi i s}\,\overline{e^{2\pi i (N-m)k_q}}\qquad(0\le m\le N).$$

For real weights, multiplying by $w_q$ and summing gives $Q_m=e^{2\pi i s}\,\overline{Q_{N-m}}$. Assume $Q_m=\delta_{m0}$ only for $0\le 2m\le N$. If $m<N$ and $2m>N$, then $N-m$ is positive and $2(N-m)<N$, so $Q_{N-m}=0$ and therefore $Q_m=0$. All $N$ conditions hold, and the uniqueness theorem applies. In Lean, `fold` is the phase relation and `hf` its summed form.

```lean
/-- For real weights, exactness for the plane waves with `0 ≤ 2 m ≤ N` already forces every weight
to be `1/N`. -/
theorem real_weights_unique {N : ℕ} (s : ℝ) (w : Fin N → ℝ)
    (h : ∀ m : ℕ, 2 * m ≤ N →
      quadrature s (fun r => (w r : ℂ)) (planeWave (m : ℤ)) = if m = 0 then 1 else 0)
    (r : Fin N) : w r = 1 / N := by
  have hN : (N : ℂ) ≠ 0 := Nat.cast_ne_zero.mpr (by have := r.isLt; omega)
  -- on the grid, frequency m is the conjugate of frequency N - m up to a fixed phase
  have fold : ∀ m : ℕ, m ≤ N → ∀ q : Fin N, planeWave (m : ℤ) (gridPoint N s q)
      = Complex.exp (2 * π * Complex.I * s)
        * conj (planeWave ((N - m : ℕ) : ℤ) (gridPoint N s q)) := by
    intro m hm q
    unfold planeWave gridPoint
    rw [← Complex.exp_conj, ← Complex.exp_add, Complex.exp_eq_exp_iff_exists_int]
    refine ⟨((q : ℕ) : ℤ), ?_⟩
    simp only [map_mul, Complex.conj_I, Complex.conj_ofReal, map_ofNat, map_intCast]
    push_cast [Nat.cast_sub hm]
    field_simp
    ring
  have hall := weights_unique s (fun r => (w r : ℂ)) (fun m hm => by
    by_cases h2 : 2 * m ≤ N
    · exact h m h2
    · have hz := h (N - m) (by omega)
      rw [if_neg (by omega)] at hz
      have hf : quadrature s (fun r => (w r : ℂ)) (planeWave (m : ℤ))
          = Complex.exp (2 * π * Complex.I * s)
            * conj (quadrature s (fun r => (w r : ℂ)) (planeWave ((N - m : ℕ) : ℤ))) := by
        unfold quadrature
        rw [map_sum, Finset.mul_sum]
        refine Finset.sum_congr rfl fun q _ => ?_
        rw [map_mul, Complex.conj_ofReal, fold m hm.le q]
        ring
      rw [hf, hz, map_zero, mul_zero, if_neg (by omega)]) r
  apply Complex.ofReal_injective
  rw [Complex.ofReal_div, Complex.ofReal_one, Complex.ofReal_natCast]
  exact hall
```

## Complex weights need the last condition

Omit the condition for $m=N-1$ and take $w_r=1/N+c\,e^{2\pi i k_r}$ with $c\neq0$. Then

$$Q_m=\frac1N\sum_{r=0}^{N-1}e^{2\pi i m k_r}+c\sum_{r=0}^{N-1}e^{2\pi i(m+1)k_r}.$$

On the grid, a plane wave of frequency $n$ sums to a fixed phase times $\sum_r e^{2\pi i rn/N}$, which vanishes unless $N$ divides $n$. For $0\le m<N-1$ we have $1\le m+1\le N-1$, so the second sum is zero, while the first term is $\delta_{m0}$. All the remaining conditions hold, yet no weight equals $1/N$, because $c\,e^{2\pi i k_r}$ is never zero.

For $N=3$, $s=0$ and $\omega=e^{2\pi i/3}$, the weights are $\tfrac13+c$, $\tfrac13+c\omega$ and $\tfrac13+c\omega^2$. They give $Q_0=1$ and $Q_1=0$, but $Q_2=3c$. Real weights on the same grid would already be fixed by $Q_0$ and $Q_1$.

In the proof, `hsum` is the vanishing grid sum and `hsplit` the decomposition of $Q_m$.

```lean
/-- Sharpness for complex weights: for `c ≠ 0` the weights `1/N + c exp (2 π i k)` integrate the
plane waves with `0 ≤ m < N - 1` exactly, but none of them equals `1/N`. -/
theorem last_condition_needed (N : ℕ) (s : ℝ) {c : ℂ} (hc : c ≠ 0) :
    (∀ m : ℕ, m + 1 < N →
      quadrature s (fun r : Fin N => 1 / (N : ℂ) + c * planeWave 1 (gridPoint N s r))
        (planeWave (m : ℤ)) = if m = 0 then 1 else 0) ∧
    ∀ r : Fin N, 1 / (N : ℂ) + c * planeWave 1 (gridPoint N s r) ≠ 1 / N := by
  constructor
  · intro m hm
    have hN : N ≠ 0 := by omega
    have hN' : (N : ℂ) ≠ 0 := Nat.cast_ne_zero.mpr hN
    -- a plane wave whose frequency is not a multiple of N sums to zero on the grid
    have hsum : ∀ n : ℤ, ¬ (N : ℤ) ∣ n →
        ∑ r : Fin N, planeWave n (gridPoint N s r) = 0 := by
      intro n hn
      have h0 := (Fin.sum_univ_eq_sum_range (fun r : ℕ =>
        Complex.exp (2 * π * Complex.I * (r * n / N))) N).trans (phase_sum_eq_zero hN hn)
      have h1 : ∀ r : Fin N, planeWave n (gridPoint N s r)
          = Complex.exp (2 * π * Complex.I * (n * s / N))
            * Complex.exp (2 * π * Complex.I * ((r : ℕ) * n / N)) := by
        intro r
        unfold planeWave gridPoint
        rw [← Complex.exp_add]
        congr 1
        push_cast
        ring
      rw [Finset.sum_congr rfl fun r _ => h1 r, ← Finset.mul_sum, h0, mul_zero]
    have hsplit : quadrature s
        (fun r : Fin N => 1 / (N : ℂ) + c * planeWave 1 (gridPoint N s r))
        (planeWave (m : ℤ)) = 1 / (N : ℂ) * ∑ r : Fin N, planeWave (m : ℤ) (gridPoint N s r)
          + c * ∑ r : Fin N, planeWave ((m : ℤ) + 1) (gridPoint N s r) := by
      unfold quadrature
      rw [Finset.mul_sum, Finset.mul_sum, ← Finset.sum_add_distrib]
      refine Finset.sum_congr rfl fun r _ => ?_
      have hp : planeWave ((m : ℤ) + 1) (gridPoint N s r)
          = planeWave 1 (gridPoint N s r) * planeWave (m : ℤ) (gridPoint N s r) := by
        unfold planeWave
        rw [← Complex.exp_add]
        congr 1
        push_cast
        ring
      rw [hp]
      ring
    rw [hsplit, hsum ((m : ℤ) + 1) (fun hd => by
      have := Int.le_of_dvd (by omega) hd
      omega)]
    by_cases h0 : m = 0
    · subst h0
      simp [planeWave, hN']
    · rw [hsum (m : ℤ) (fun hd => by
        have := Int.le_of_dvd (by omega) hd
        omega), if_neg h0]
      ring
  · intro r h
    have hz : c * planeWave 1 (gridPoint N s r) = 0 := by linear_combination h
    exact mul_ne_zero hc (Complex.exp_ne_zero _) hz

end

end MonkhorstPackWeights
```

```lean
#print axioms MonkhorstPackWeights.weights_unique
-- 'MonkhorstPackWeights.weights_unique' depends on axioms: [propext, Classical.choice, Quot.sound]
#print axioms MonkhorstPackWeights.real_weights_unique
-- 'MonkhorstPackWeights.real_weights_unique' depends on axioms: [propext, Classical.choice, Quot.sound]
#print axioms MonkhorstPackWeights.last_condition_needed
-- 'MonkhorstPackWeights.last_condition_needed' depends on axioms: [propext, Classical.choice, Quot.sound]
```
